# Enlarging the basis never increases the Frobenius error of an operator's projected representation

An operator K, here any finite complex matrix, is approximated by its projection PKP onto the space spanned by a basis, where P is an orthogonal projector. The declaration `error_le_of_larger_basis` says that if a second orthogonal projector R satisfies RP = P, so that its space contains that of P, then the squared Frobenius error of RKR is at most that of PKP. It adds that the two errors are equal exactly when RKR = PKP. The attempt uses a Pythagorean identity to write the error for P as the error for R plus the squared Frobenius norm of RKR − PKP, which is nonnegative and vanishes only when the two representations coincide.

This version doesn't compile in Lean 4 with Mathlib:

```lean
import Mathlib

open Matrix

namespace ErrorLeOfLargerBasis

noncomputable section

variable {n : Type*} [Fintype n]

/-- An orthogonal projector: a Hermitian idempotent matrix. -/
structure IsOrthProj (P : Matrix n n ℂ) : Prop where
  herm : Pᴴ = P
  idem : P * P = P

/-- The spectral representation `P K P` of an operator `K` in the basis onto which `P` projects. -/
def spectralRep (P K : Matrix n n ℂ) : Matrix n n ℂ := P * K * P

/-- The squared Frobenius norm: the sum of the squared moduli of all matrix elements. -/
def frobSq (A : Matrix n n ℂ) : ℝ := ∑ i, ∑ j, ‖A i j‖ ^ 2

/-- The squared Frobenius error of the spectral representation of `K`. -/
def errSq (P K : Matrix n n ℂ) : ℝ := frobSq (K - spectralRep P K)

/-- The squared Frobenius norm of `A` is the trace of `A† A`. -/
theorem frobSq_eq_trace (A : Matrix n n ℂ) : (frobSq A : ℂ) = Matrix.trace (Aᴴ * A) := by
  simp only [frobSq, Matrix.trace, Matrix.diag, Matrix.mul_apply, Matrix.conjTranspose_apply]
  push_cast
  rw [Finset.sum_comm]
  exact Finset.sum_congr rfl fun j _ => Finset.sum_congr rfl fun i _ =>
    (Complex.conj_mul' (A i j)).symm

/-- Squared Frobenius norms add for two matrices that are orthogonal in the trace inner product. -/
theorem frobSq_add_of_orthogonal (A B : Matrix n n ℂ) (h : Matrix.trace (Aᴴ * B) = 0) :
    frobSq (A + B) = frobSq A + frobSq B := by
  have h' : Matrix.trace (Bᴴ * A) = 0 := by
    have h1 := Matrix.trace_conjTranspose (Aᴴ * B)
    rw [Matrix.conjTranspose_mul, Matrix.conjTranspose_conjTranspose, h, star_zero] at h1
    exact h1
  have h2 : ((frobSq (A + B) : ℝ) : ℂ) = ((frobSq A + frobSq B : ℝ) : ℂ) := by
    push_cast
    simp only [frobSq_eq_trace, Matrix.conjTranspose_add, Matrix.add_mul, Matrix.mul_add,
      Matrix.trace_add, h, h']
    ring
  exact_mod_cast h2

/-- For an orthogonal projector `P`, the squared error of any approximation `P X P` to `K` is that
of the spectral representation `P K P` plus the squared distance between the two. -/
theorem error_pythagoras {P : Matrix n n ℂ} (hP : IsOrthProj P) (K X : Matrix n n ℂ) :
    frobSq (K - P * X * P) = errSq P K + frobSq (P * (K - X) * P) := by
  classical
  have hsplit : K - P * X * P = (K - spectralRep P K) + P * (K - X) * P := by
    unfold spectralRep
    noncomm_ring
  -- the error has no component inside the basis
  have h0 : P * (K - spectralRep P K)ᴴ * P = 0 := by
    have h1 : (K - spectralRep P K)ᴴ = Kᴴ - P * Kᴴ * P := by
      simp only [spectralRep, Matrix.conjTranspose_sub, Matrix.conjTranspose_mul, hP.herm,
        Matrix.mul_assoc]
    calc P * (K - spectralRep P K)ᴴ * P = P * Kᴴ * P - (P * P) * Kᴴ * (P * P) := by
          rw [h1]; noncomm_ring
      _ = 0 := by rw [hP.idem, sub_self]
  have horth : Matrix.trace ((K - spectralRep P K)ᴴ * (P * (K - X) * P)) = 0 := by
    calc Matrix.trace ((K - spectralRep P K)ᴴ * (P * (K - X) * P))
        = Matrix.trace (((K - spectralRep P K)ᴴ * (P * (K - X))) * P) := by
          simp only [Matrix.mul_assoc]
      _ = Matrix.trace (P * ((K - spectralRep P K)ᴴ * (P * (K - X)))) :=
          Matrix.trace_mul_comm _ _
      _ = Matrix.trace ((P * (K - spectralRep P K)ᴴ * P) * (K - X)) := by
          simp only [Matrix.mul_assoc]
      _ = 0 := by rw [h0, Matrix.zero_mul, Matrix.trace_zero]
  rw [hsplit, frobSq_add_of_orthogonal _ _ horth, errSq]

/-- The squared Frobenius norm vanishes only for the zero matrix. -/
theorem frobSq_eq_zero_iff (A : Matrix n n ℂ) : frobSq A = 0 ↔ A = 0 := by
  constructor
  · intro h
    unfold frobSq at h
    ext i j
    have h1 := (Finset.sum_eq_zero_iff_of_nonneg (fun (i : n) _ =>
      Finset.sum_nonneg fun (j : n) _ => sq_nonneg ‖A i j‖)).1 h i (Finset.mem_univ i)
    have h2 := (Finset.sum_eq_zero_iff_of_nonneg (fun (j : n) _ =>
      sq_nonneg ‖A i j‖)).1 h1 j (Finset.mem_univ j)
    simpa using h2
  · rintro rfl
    simp [frobSq]

/-- If the basis of the orthogonal projector `R` contains that of `P` (`R P = P`), the Frobenius
error with `R` is at most that with `P`, and the two are equal exactly when the two spectral
representations coincide. -/
theorem error_le_of_larger_basis {P R : Matrix n n ℂ} (hP : IsOrthProj P) (hR : IsOrthProj R)
    (hRP : R * P = P) (K : Matrix n n ℂ) :
    errSq R K ≤ errSq P K ∧
      (errSq R K = errSq P K ↔ spectralRep R K = spectralRep P K) := by
  have hPR : P * R = P := by
    have h := congrArg Matrix.conjTranspose hRP
    rwa [Matrix.conjTranspose_mul, hP.herm, hR.herm] at h
  -- the small-basis representation already lives in the large basis
  have hin : R * spectralRep P K * R = spectralRep P K := by
    calc R * spectralRep P K * R = (R * P) * K * (P * R) := by
          unfold spectralRep; noncomm_ring
      _ = spectralRep P K := by rw [hRP, hPR, spectralRep]
  have hdiff : R * (K - spectralRep P K) * R = spectralRep R K - spectralRep P K := by
    rw [Matrix.mul_sub, Matrix.sub_mul, hin, spectralRep]
  have hmain : errSq P K = errSq R K + frobSq (spectralRep R K - spectralRep P K) := by
    have h := error_pythagoras hR K (spectralRep P K)
    rwa [hin, hdiff] at h
  have hnn : 0 ≤ frobSq (spectralRep R K - spectralRep P K) :=
    Finset.sum_nonneg fun i _ => Finset.sum_nonneg fun j _ => sq_nonneg _
  refine ⟨by linarith, ?_⟩
  rw [← sub_eq_zero (a := spectralRep R K), ← frobSq_eq_zero_iff]
  constructor <;> intro h <;> linarith

end

end ErrorLeOfLargerBasis
```

Compiling this gives:

```
Main.lean:103:84: error: unsolved goals
n : Type u_1
inst✝ : Fintype n
P R : Matrix n n ℂ
hP : IsOrthProj P
hR : IsOrthProj R
hRP : R * P = P
K : Matrix n n ℂ
hPR : P * R = P
hin : R * spectralRep P K * R = spectralRep P K
⊢ R * K * R - P * K * P = spectralRep R K - P * K * P
```

Cause. The one error is in `hdiff`, where the goal left over has `R * K * R` on the left and `spectralRep R K` on the right. These are equal by definition, but the proof stops before using that.

After `hin`, the goal contains both `spectralRep P K` and `spectralRep R K`. Rewriting with `spectralRep` fixes its arguments at the first match, here `P` and `K`, and unfolds only the instances with those arguments. So `spectralRep P K` becomes `P * K * P` on both sides, while `spectralRep R K` stays folded. The `rfl` that `rw` tries at the end unfolds only reducible definitions, and `spectralRep` is an ordinary `def`, so the goal stays open.

The repair drops that last rewrite and adds a separate `rfl`, which can unfold `spectralRep R K` and closes the goal. The added `classical` answers no reported error and is mere tidying.

This version goes through:

```diff
@@ -93,4 +93,5 @@
     errSq R K ≤ errSq P K ∧
       (errSq R K = errSq P K ↔ spectralRep R K = spectralRep P K) := by
+  classical
   have hPR : P * R = P := by
     have h := congrArg Matrix.conjTranspose hRP
@@ -102,5 +103,6 @@
       _ = spectralRep P K := by rw [hRP, hPR, spectralRep]
   have hdiff : R * (K - spectralRep P K) * R = spectralRep R K - spectralRep P K := by
-    rw [Matrix.mul_sub, Matrix.sub_mul, hin, spectralRep]
+    rw [Matrix.mul_sub, Matrix.sub_mul, hin]
+    rfl
   have hmain : errSq P K = errSq R K + frobSq (spectralRep R K - spectralRep P K) := by
     have h := error_pythagoras hR K (spectralRep P K)
```
